# The Kramers identity for the Coulomb radial equation

Let l and k be real numbers, and let u solve the radial equation

u'' = Q u, Q = l(l+1)/r² − 2/r + k²

on r > 0. For every integer s, put f = r^(s+1) and form

G = f (u'² − Q u²) − f' u u' + f'' u²/2.

Then

G' = −2 [ (s+1)k² r^s − (2s+1) r^(s−1) + (s/4)((2l+1)² − s²) r^(s−2) ] u².

For the hydrogen atom in atomic units, u is r times the radial wavefunction and the energy is −k²/2. The letter k is thus the decay constant, often written κ, and not a wavenumber; the bound states have k = 1/n, with n the principal quantum number.

For a bound state and s > −(2l+1), integrating the identity over r links neighbouring radial moments without the explicit wavefunction. In the non-relativistic one-electron atom with l ≥ 1, the case s = −1 ties the mean of 1/r³, which enters spin–orbit coupling, to the mean of 1/r².

## Differentiating the form

Write v = u', so that v' = Q u. Term by term,

(f (v² − Q u²))' = f' v² − f' Q u² + 2f Q u v − f Q' u² − 2f Q u v

(−f' u v)' = −f'' u v − f' v² − f' Q u²

(f'' u²/2)' = f''' u²/2 + f'' u v.

In the sum, every term in v² and in u v cancels:

G' = (f'''/2 − 2f' Q − f Q') u².

This holds for any differentiable Q. For the Coulomb case,

f' = (s+1) r^s, f''' = (s+1)s(s−1) r^(s−2), Q' = −2l(l+1)/r³ + 2/r².

The coefficients in the bracket are then

r^s: −2(s+1)k²

r^(s−1): 4(s+1) − 2 = 2(2s+1)

r^(s−2): s(s²−1)/2 − 2(s+1)l(l+1) + 2l(l+1) = −(s/2)((2l+1)² − s²).

The last step uses 4l(l+1) + 1 = (2l+1)². Taking out the factor −2 gives the identity.

## From the derivative to the moments

Let M_p = ∫ r^p u² dr over r > 0, and let G tend to A at the origin and to B at infinity. If the three moments converge, integrating G' gives B − A on the left, and division by −2 yields

(s+1)k² M_s − (2s+1) M_(s−1) + (s/4)((2l+1)² − s²) M_(s−2) = (A − B)/2.

The textbook Kramers relation has zero on the right. A hydrogen bound state behaves as r^(l+1) near the origin and decays exponentially, so A = B = 0 and the moments converge when s > −(2l+1). That argument is by hand; the theorem below takes the limits and the convergence as hypotheses. The M_p are not normalised: the expectation value of r^p is M_p/M_0.

## The radial equation and its moments in Lean

```lean
import Mathlib

open Filter Topology MeasureTheory Set

namespace KramersIdentity

noncomputable section
```

The coefficient Q is a function of three real arguments. The nuclear charge is fixed at 1, and l need not be an integer.

```lean
/-- The Coulomb radial coefficient `Q = l(l+1)/r² - 2/r + k²`, for `r ≠ 0`. -/
def coulombQ (l k r : ℝ) : ℝ := l * (l + 1) / r ^ 2 - 2 / r + k ^ 2
```

A solution is a pair of functions, with `v` in the role of u'. The two fields are the equations u' = v and v' = Q u at each positive r. No boundary condition or normalisation is imposed, and values at r ≤ 0 are free. Since k is real, positive energies are excluded. The reduction of the three-dimensional Schrödinger equation to this radial equation is not formalised here, nor are the bound-state values of k and the general boundary behaviour of the bound states.

```lean
/-- The radial equation `u'' = Q u` on `r > 0`, written as `u' = v`, `v' = Q u`. -/
structure IsRadial (l k : ℝ) (u v : ℝ → ℝ) : Prop where
  du : ∀ r, 0 < r → HasDerivAt u (v r) r
  dv : ∀ r, 0 < r → HasDerivAt v (coulombQ l k r * u r) r
```

The next two definitions are G, with the derivatives of f written out, and the bracket in the identity.

```lean
/-- The Kramers form `f (u'² - Q u²) - f' u u' + f'' u²/2` with `f = r^(s+1)`, for `r > 0`. -/
def kramersForm (s : ℤ) (l k : ℝ) (u v : ℝ → ℝ) (r : ℝ) : ℝ :=
  r ^ (s + 1) * (v r ^ 2 - coulombQ l k r * u r ^ 2) - (s + 1) * r ^ s * (u r * v r)
    + (s + 1) * s * r ^ (s - 1) * u r ^ 2 / 2

/-- The combination of three neighbouring powers of `r > 0` in the Kramers identity. -/
def kramersWeight (s : ℤ) (l k r : ℝ) : ℝ :=
  (s + 1) * k ^ 2 * r ^ s - (2 * s + 1) * r ^ (s - 1)
    + s / 4 * ((2 * l + 1) ^ 2 - s ^ 2) * r ^ (s - 2)
```

The density r^p u² and its integral follow. Lean assigns the value 0 to the integral of a non-integrable function. The moment relation below assumes integrability, so that each moment in it is a genuine integral.

```lean
/-- The density `r^p u²` of the radial moment of order `p`, for `r > 0`. -/
def density (u : ℝ → ℝ) (p : ℤ) (r : ℝ) : ℝ := r ^ p * u r ^ 2

/-- The radial moment `∫ r^p u² dr` over `r > 0`, for an integrable density. -/
def moment (u : ℝ → ℝ) (p : ℤ) : ℝ := ∫ r in Ioi (0 : ℝ), density u p r
```

## The cancellation for a general coefficient

In `hypervirial`, the functions `f₁` and `f₂` are f' and f'', while the numbers `f₃` and `q` are f''' and Q' at the point r. The product rule assembles the derivative of the form, and `ring` carries out the cancellation of the v² and u v terms.

```lean
/-- For any differentiable `Q`, any solution of `u'' = Q u` and any three times differentiable
`f`, the form `f (u'² - Q u²) - f' u u' + f'' u²/2` has derivative
`(f'''/2 - 2 f' Q - f Q') u²`. -/
theorem hypervirial {f f₁ f₂ Q u v : ℝ → ℝ} {f₃ q r : ℝ}
    (hf : HasDerivAt f (f₁ r) r) (hf₁ : HasDerivAt f₁ (f₂ r) r) (hf₂ : HasDerivAt f₂ f₃ r)
    (hQ : HasDerivAt Q q r) (hu : HasDerivAt u (v r) r) (hv : HasDerivAt v (Q r * u r) r) :
    HasDerivAt (fun x => f x * (v x ^ 2 - Q x * u x ^ 2) - f₁ x * (u x * v x)
      + f₂ x * u x ^ 2 / 2) ((f₃ / 2 - 2 * f₁ r * Q r - f r * q) * u r ^ 2) r := by
  have h := ((hf.fun_mul ((hv.fun_pow 2).fun_sub (hQ.fun_mul (hu.fun_pow 2)))).fun_sub
    (hf₁.fun_mul (hu.fun_mul hv))).fun_add ((hf₂.fun_mul (hu.fun_pow 2)).div_const 2)
  refine h.congr_deriv ?_
  have e : 2 - 1 = 1 := rfl
  simp only [e, pow_one, Nat.cast_ofNat]
  ring
```

## The Coulomb case

The lemma `shift` splits a power of r into a lower integer power and a natural one, which is valid for r > 0.

```lean
private lemma shift {r : ℝ} (hr : 0 < r) (t q : ℤ) (n : ℕ) (h : t = q + n) :
    r ^ t = r ^ q * r ^ n := by
  rw [h, zpow_add₀ hr.ne', zpow_natCast]
```

The theorem `kramers_identity` is the opening claim at a given r > 0. Its proof first computes f', f'', f''' and Q', then applies `hypervirial`. To compare coefficients, it expresses every power through r^(s−2), replaces that power by a single symbol `w`, and leaves a rational identity in r for `field_simp` and `ring`.

```lean
/-- Kramers identity: for a solution of the Coulomb radial equation, the Kramers form has
derivative `-2 ((s+1)k² r^s - (2s+1) r^(s-1) + (s/4)((2l+1)²-s²) r^(s-2)) u²` at `r > 0`. -/
theorem kramers_identity (s : ℤ) {l k r : ℝ} {u v : ℝ → ℝ} (h : IsRadial l k u v)
    (hr : 0 < r) :
    HasDerivAt (kramersForm s l k u v) (-2 * (kramersWeight s l k r * u r ^ 2)) r := by
  have hf : HasDerivAt (fun x : ℝ => x ^ (s + 1)) ((s + 1) * r ^ s) r := by
    refine (hasDerivAt_zpow (s + 1) r (Or.inl hr.ne')).congr_deriv ?_
    rw [add_sub_cancel_right]
    push_cast
    rfl
  have hf₁ : HasDerivAt (fun x : ℝ => (s + 1) * x ^ s) ((s + 1) * s * r ^ (s - 1)) r :=
    ((hasDerivAt_zpow s r (Or.inl hr.ne')).const_mul ((s : ℝ) + 1)).congr_deriv (by ring)
  have hf₂ : HasDerivAt (fun x : ℝ => (s + 1) * s * x ^ (s - 1))
      ((s + 1) * s * ((s - 1) * r ^ (s - 2))) r := by
    refine ((hasDerivAt_zpow (s - 1) r (Or.inl hr.ne')).const_mul
      (((s : ℝ) + 1) * s)).congr_deriv ?_
    rw [show s - 1 - 1 = s - 2 by ring]
    push_cast
    rfl
  have hQ : HasDerivAt (coulombQ l k) (-2 * l * (l + 1) / r ^ 3 + 2 / r ^ 2) r := by
    refine ((((hasDerivAt_const r (l * (l + 1))).fun_div (hasDerivAt_pow 2 r)
      (pow_ne_zero 2 hr.ne')).fun_sub ((hasDerivAt_const r 2).fun_div (hasDerivAt_id' r)
      hr.ne')).add_const (k ^ 2)).congr_deriv ?_
    have e : 2 - 1 = 1 := rfl
    simp only [e, pow_one, Nat.cast_ofNat]
    field_simp
    ring
  refine (hypervirial (f := fun x => x ^ (s + 1)) (f₁ := fun x => (s + 1) * x ^ s)
    (f₂ := fun x => (s + 1) * s * x ^ (s - 1)) hf hf₁ hf₂ hQ (h.du r hr)
    (h.dv r hr)).congr_deriv ?_
  -- express every power of r through r^(s-2)
  simp only [coulombQ, kramersWeight]
  rw [shift hr (s + 1) (s - 2) 3 (by omega), shift hr s (s - 2) 2 (by omega),
    shift hr (s - 1) (s - 2) 1 (by omega)]
  generalize r ^ (s - 2) = w
  field_simp
  ring
```

## The moment relation

The hypotheses `hA` and `hB` are the two limits of G; `i0`, `i1` and `i2` say that the three densities are integrable. The theorem assumes all three, even when a coefficient vanishes; this is convenient for the proof, not a claim that the relation fails otherwise. The case l = 0, s = −1 with u proportional to r near the origin therefore falls outside the theorem, because u²/r³ is not integrable there. A boundary term survives there: for a hydrogen bound state with l = 0, integrating the identity by hand gives M_(−2) = u'(0)²/2. When all three densities are integrable, the behaviour of the Coulomb solutions at both ends makes A and B zero; the theorem keeps them as letters because this behaviour is not proved here.

The proof writes the weighted density as a combination of the three densities, which makes it integrable. It then gives G the value `A` at r = 0, so that the extended function is continuous from the right, and applies the fundamental theorem of calculus on the half-line. Linearity of the integral separates the moments, and `linarith` performs the division by −2.

```lean
/-- Kramers relation between moments: if the densities of orders `s`, `s-1`, `s-2` are integrable
and the Kramers form of a radial solution tends to `A` at the origin and to `B` at infinity, the
three-term combination of moments equals `(A - B)/2`. -/
theorem kramers_moments {s : ℤ} {l k A B : ℝ} {u v : ℝ → ℝ} (h : IsRadial l k u v)
    (hA : Tendsto (kramersForm s l k u v) (𝓝[>] 0) (𝓝 A))
    (hB : Tendsto (kramersForm s l k u v) atTop (𝓝 B))
    (i0 : IntegrableOn (density u s) (Ioi 0)) (i1 : IntegrableOn (density u (s - 1)) (Ioi 0))
    (i2 : IntegrableOn (density u (s - 2)) (Ioi 0)) :
    (s + 1) * k ^ 2 * moment u s - (2 * s + 1) * moment u (s - 1)
      + s / 4 * ((2 * l + 1) ^ 2 - s ^ 2) * moment u (s - 2) = (A - B) / 2 := by
  have a0 := Integrable.const_mul i0 (((s : ℝ) + 1) * k ^ 2)
  have a1 := Integrable.const_mul i1 (2 * (s : ℝ) + 1)
  have a2 := Integrable.const_mul i2 ((s : ℝ) / 4 * ((2 * l + 1) ^ 2 - s ^ 2))
  have a01 : Integrable (fun r => ((s : ℝ) + 1) * k ^ 2 * density u s r
      - (2 * (s : ℝ) + 1) * density u (s - 1) r) (volume.restrict (Ioi 0)) := a0.sub a1
  have e : (fun r => kramersWeight s l k r * u r ^ 2) = fun r =>
      ((s : ℝ) + 1) * k ^ 2 * density u s r - (2 * (s : ℝ) + 1) * density u (s - 1) r
      + (s : ℝ) / 4 * ((2 * l + 1) ^ 2 - s ^ 2) * density u (s - 2) r := by
    funext r
    simp only [kramersWeight, density]
    ring
  have hint : IntegrableOn (fun r => kramersWeight s l k r * u r ^ 2) (Ioi 0) := by
    rw [e]
    exact a01.add a2
  -- extend the form to r = 0 by its limit
  have hset : Ici (0 : ℝ) \ {0} = Ioi 0 := by
    ext x
    simp only [Set.mem_sdiff, mem_Ici, mem_singleton_iff, mem_Ioi]
    exact ⟨fun hx => lt_of_le_of_ne hx.1 (Ne.symm hx.2), fun hx => ⟨hx.le, hx.ne'⟩⟩
  have hc : ContinuousWithinAt (Function.update (kramersForm s l k u v) 0 A) (Ici 0) 0 := by
    rw [continuousWithinAt_update_same, hset]
    exact hA
  have key := integral_Ioi_of_hasDerivAt_of_tendsto hc
    (fun r hr => (kramers_identity s h hr).congr_of_eventuallyEq
      ((eventually_ne_nhds (mem_Ioi.mp hr).ne').mono
        fun x hx => Function.update_of_ne hx _ _))
    (Integrable.const_mul hint (-2))
    (hB.congr' ((eventually_ne_atTop 0).mono
      fun x hx => (Function.update_of_ne hx _ _).symm))
  rw [integral_const_mul, Function.update_self, e, integral_add a01 a2, integral_sub a0 a1,
    integral_const_mul, integral_const_mul, integral_const_mul] at key
  simp only [moment]
  linarith
```

## The hydrogen ground state

The function u = r e^(−r) is the unnormalised 1s solution; the normalised one is 2r e^(−r). The last theorem confirms that it satisfies the radial equation with l = 0 and k = 1, and that its form for s = 0 equals r² e^(−2r). The product rule gives both derivatives, and the relation Q r = r − 2, named `hq`, simplifies the form.

This expression tends to 0 at both ends. Direct integration gives M_0 = M_(−1) = 1/4, in agreement with the s = 0 relation k² M_0 = M_(−1), and hence a mean of 1/r equal to 1.

```lean
/-- The function `u = r e^(-r)` solves the radial equation with `l = 0`, `k = 1`, and its Kramers
form with `s = 0` is `r² e^(-2r)` on `r > 0`. -/
theorem kramers_witness :
    IsRadial 0 1 (fun r => r * Real.exp (-r)) (fun r => (1 - r) * Real.exp (-r)) ∧
    ∀ r, 0 < r → kramersForm 0 0 1 (fun r => r * Real.exp (-r))
      (fun r => (1 - r) * Real.exp (-r)) r = r ^ 2 * Real.exp (-r) ^ 2 := by
  have hd (r : ℝ) : HasDerivAt (fun x => Real.exp (-x)) (-Real.exp (-r)) r :=
    (hasDerivAt_id' r).fun_neg.exp.congr_deriv (by ring)
  refine ⟨⟨fun r hr => ?_, fun r hr => ?_⟩, fun r hr => ?_⟩
  · refine ((hasDerivAt_id' r).fun_mul (hd r)).congr_deriv ?_
    change 1 * Real.exp (-r) + r * -Real.exp (-r) = (1 - r) * Real.exp (-r)
    ring
  · refine (((hasDerivAt_id' r).const_sub 1).fun_mul (hd r)).congr_deriv ?_
    simp only [coulombQ]
    field_simp
    ring
  · have hq : coulombQ 0 1 r * r = r - 2 := by
      have hi : r⁻¹ * r = 1 := inv_mul_cancel₀ hr.ne'
      simp only [coulombQ]
      linear_combination (-2) * hi
    simp only [kramersForm, Int.cast_zero, zero_add, zpow_one, zpow_zero]
    linear_combination (-(r ^ 2 * Real.exp (-r) ^ 2)) * hq

end

end KramersIdentity
```

```lean
#print axioms KramersIdentity.kramers_identity
-- 'KramersIdentity.kramers_identity' depends on axioms: [propext, Classical.choice, Quot.sound]
#print axioms KramersIdentity.kramers_moments
-- 'KramersIdentity.kramers_moments' depends on axioms: [propext, Classical.choice, Quot.sound]
```
